# For discrete Newton trajectories from a fixed start, the endpoint derivative of the action is the final momentum

Take a particle of mass m on a line, in a potential U, and let it make two time steps of length h. It starts at a fixed point a, passes through x₁ and ends at q. The intermediate position x₁ depends on q, because a path to a different end generally runs through a different middle point. The action of the path is

S(q) = m(x₁ − a)²/(2h) − hU(a) + m(q − x₁)²/(2h) − hU(x₁).

Assume that x₁ depends differentiably on q. Differentiate with respect to q, writing x₁′ for dx₁/dq and U′ for the derivative of U:

dS/dq = m(x₁ − a)x₁′/h + m(q − x₁)(1 − x₁′)/h − hU′(x₁)x₁′

= m(q − x₁)/h + x₁′ · [m(x₁ − a)/h − m(q − x₁)/h − hU′(x₁)].

The bracket equals −[m(q − 2x₁ + a) + h²U′(x₁)]/h. It vanishes when x₁ obeys the discrete Newton equation

m(q − 2x₁ + a) = −h²U′(x₁).

What remains is m(q − x₁)/h, the momentum on the last step. The response x₁′ of the middle point need not be known, since it is multiplied by zero. A longer path has one such bracket for each interior point.

```lean
import Mathlib

open Finset

namespace DiscreteEndpointMomentum

noncomputable section
```

## Action, momenta and energy of a step

A single step from a to b has the action

A(a, b) = m(b − a)²/(2h) − hU(a).

The potential is evaluated at the start of the step. This convention decides which momentum appears at the end of the path.

```lean
/-- The action of one time step of length `h` from `a` to `b`: kinetic term minus `h` times the
potential at the starting point. -/
def stepAction (m h : ℝ) (U : ℝ → ℝ) (a b : ℝ) : ℝ :=
  m * (b - a) ^ 2 / (2 * h) - h * U a
```

A path of N steps has positions x₀, …, x_N, and its action is the sum of A(x_k, x_(k+1)) over k = 0, …, N − 1. In Lean a path is a function `x : ℕ → ℝ`, of which only these N + 1 values enter.

```lean
/-- The action of a discrete path of `N` time steps. -/
def action (m h : ℝ) (U : ℝ → ℝ) (N : ℕ) (x : ℕ → ℝ) : ℝ :=
  ∑ k ∈ range N, stepAction m h U (x k) (x (k + 1))
```

The factor multiplying a shift of b in the variation of A is

∂A/∂b = m(b − a)/h,

the mass times the mean velocity of the step. This is the arrival momentum.

```lean
/-- The momentum with which the particle arrives at `b` after a step from `a`. -/
def arrivalMomentum (m h a b : ℝ) : ℝ := m * (b - a) / h
```

A shift of the starting point changes both the kinetic term and the potential term:

−∂A/∂a = m(b − a)/h + hU′(a).

This is the departure momentum. The force at a is −U′(a), and over a time h it delivers the impulse −hU′(a). The departure momentum is therefore the momentum before that impulse, and m(b − a)/h is the momentum after it.

```lean
/-- The departure momentum at `a` for a step to `b`: the momentum before the force at `a` has
delivered its impulse `-h U'(a)`. -/
def departureMomentum (m h : ℝ) (U : ℝ → ℝ) (a b : ℝ) : ℝ :=
  m * (b - a) / h + h * deriv U a
```

The step length can vary too. Its derivative is

−∂A/∂h = m(b − a)²/(2h²) + U(a),

the kinetic energy of the mean velocity plus the potential energy at the start.

```lean
/-- The energy of a step: kinetic energy of the mean velocity plus the potential at the start. -/
def stepEnergy (m h : ℝ) (U : ℝ → ℝ) (a b : ℝ) : ℝ :=
  m * (b - a) ^ 2 / (2 * h ^ 2) + U a
```

The equation of motion is imposed at interior points only. For a path of N steps it reads

m(x_(k+2) − 2x_(k+1) + x_k) = −h²U′(x_(k+1)) whenever k + 1 < N.

The index k labels the first of three successive positions, so the interior point is x_(k+1). A one-step path has no interior point and satisfies the condition automatically. Lean reads `-h ^ 2` as −(h²), so the sign is that of Newton's equation with force −U′.

This is the position recursion of the Verlet integrator used in molecular dynamics, here for one particle in one dimension. The momentum in the result is the mass times the mean velocity of the last step. This is the half-step momentum of the leapfrog form, not the central-difference momentum usually assigned to a position in the Verlet scheme.

```lean
/-- The discrete Newton equation at every interior point of a path of `N` steps. -/
def IsTrajectory (m h : ℝ) (U : ℝ → ℝ) (N : ℕ) (x : ℕ → ℝ) : Prop :=
  ∀ k, k + 1 < N →
    m * (x (k + 2) - 2 * x (k + 1) + x k) = -h ^ 2 * deriv U (x (k + 1))
```

## Newton's equation as momentum matching

Let a, b, c be three successive positions. The arrival momentum at b equals the departure momentum from b when

m(b − a)/h = m(c − b)/h + hU′(b).

Multiplying by h and collecting the positions gives

m(c − 2b + a) = −h²U′(b).

Since h ≠ 0, the argument also runs backwards, and the two statements are equivalent. In the proof `field_simp` clears the division by h, and `linear_combination -e` identifies the resulting equation with the assumed one up to sign.

```lean
/-- For three successive positions, the discrete Newton equation says exactly that the arrival
momentum at the middle point equals the departure momentum there. -/
theorem newton_iff_momentum_matching {m h : ℝ} {U : ℝ → ℝ} (h0 : h ≠ 0) (a b c : ℝ) :
    m * (c - 2 * b + a) = -h ^ 2 * deriv U b ↔
      arrivalMomentum m h a b = departureMomentum m h U b c := by
  unfold arrivalMomentum departureMomentum
  constructor
  · intro e
    field_simp
    linear_combination -e
  · intro e
    field_simp at e
    linear_combination -e
```

## The variation of one step

Now let a, b and h all be differentiable functions of a parameter s, with derivatives a′, b′ and h′. The quotient, product and chain rules give

dA/ds = m(b − a)(b′ − a′)/h − m(b − a)²h′/(2h²) − h′U(a) − hU′(a)a′.

Grouping by a′, b′ and h′ yields

dA/ds = (arrival momentum)·b′ − (departure momentum)·a′ − (step energy)·h′.

The Lean statement uses `HasDerivAt f f' s`, which says that f is differentiable at s with derivative f′. In the proof, `hd` differentiates the squared displacement and `hc` differentiates U along the moving starting point. Then `h1` applies the quotient rule to the kinetic term and `h2` the product rule to the potential term. The grouping is done by `field_simp` and `ring`.

```lean
/-- The change of the action of one step when its two ends and its duration all vary. -/
theorem hasDerivAt_stepAction {m : ℝ} {U : ℝ → ℝ} (hU : Differentiable ℝ U)
    {h a b : ℝ → ℝ} {h' a' b' s : ℝ} (hh : HasDerivAt h h' s) (h0 : h s ≠ 0)
    (ha : HasDerivAt a a' s) (hb : HasDerivAt b b' s) :
    HasDerivAt (fun t => stepAction m (h t) U (a t) (b t))
      (arrivalMomentum m (h s) (a s) (b s) * b'
        - departureMomentum m (h s) U (a s) (b s) * a'
        - stepEnergy m (h s) U (a s) (b s) * h') s := by
  have hd : HasDerivAt (fun t => (b t - a t) ^ 2) (2 * (b s - a s) * (b' - a')) s := by
    refine ((hb.fun_sub ha).fun_pow 2).congr_deriv ?_
    norm_num
  have hc : HasDerivAt (fun t => U (a t)) (deriv U (a s) * a') s :=
    (hU (a s)).hasDerivAt.comp s ha
  have h1 := (hd.const_mul m).fun_div (hh.const_mul 2) (mul_ne_zero two_ne_zero h0)
  have h2 := hh.fun_mul hc
  unfold stepAction arrivalMomentum departureMomentum stepEnergy
  refine (h1.fun_sub h2).congr_deriv ?_
  field_simp
  ring
```

## Cancellation along the path

Consider N + 1 steps, so that N = 0 is the one-step path. Let v_k be the derivative of x_k with respect to the parameter. Let P_k be the arrival momentum at x_(k+1), D_k the departure momentum from x_k and E_k the energy, all for the step from x_k to x_(k+1). Summing the one-step formula gives

dS/ds = ∑ (P_k v_(k+1) − D_k v_k) − h′ ∑ E_k, with k = 0, …, N.

An interior point x_(k+1) contributes (P_k − D_(k+1))v_(k+1), which is zero by momentum matching. Only the ends and the energies survive:

dS/ds = P_N v_(N+1) − D_0 v_0 − h′ ∑ E_k.

Lean carries this out by induction on N. The base case is the one-step formula. When a step is appended to a path of n + 1 steps, the former endpoint x_(n+1) becomes interior. The equality `hm` expresses momentum matching there, and the last line multiplies it by `v (n + 1)` to remove the two unwanted terms.

In the statement, `x k t` is the position with index k at parameter value t. The equation of motion is required only at t = s. Neighbouring paths need not be trajectories, because the motion of each interior point enters the derivative at s multiplied by the difference of momenta P_k − D_(k+1), evaluated at s itself.

```lean
/-- Along a family of discrete trajectories the action changes only through the motion of the
two endpoints, weighted by the momenta there, and through the step length, weighted by minus the
sum of the step energies. -/
theorem action_variation {m : ℝ} {U : ℝ → ℝ} (hU : Differentiable ℝ U)
    {h : ℝ → ℝ} {h' s : ℝ} (hh : HasDerivAt h h' s) (h0 : h s ≠ 0)
    {x : ℕ → ℝ → ℝ} {v : ℕ → ℝ} (N : ℕ)
    (hx : ∀ k ≤ N + 1, HasDerivAt (x k) (v k) s)
    (traj : IsTrajectory m (h s) U (N + 1) (fun k => x k s)) :
    HasDerivAt (fun t => action m (h t) U (N + 1) (fun k => x k t))
      (arrivalMomentum m (h s) (x N s) (x (N + 1) s) * v (N + 1)
        - departureMomentum m (h s) U (x 0 s) (x 1 s) * v 0
        - (∑ k ∈ range (N + 1), stepEnergy m (h s) U (x k s) (x (k + 1) s)) * h') s := by
  induction N with
  | zero =>
    have h1 := hasDerivAt_stepAction (m := m) hU hh h0 (hx 0 (by omega)) (hx 1 (by omega))
    simpa [action] using h1
  | succ n ih =>
    have h1 := ih (fun k hk => hx k (by omega)) (fun k hk => traj k (by omega))
    have h2 := hasDerivAt_stepAction (m := m) hU hh h0 (hx (n + 1) (by omega))
      (hx (n + 1 + 1) (by omega))
    -- the momenta on both sides of the newly interior point agree
    have hm : arrivalMomentum m (h s) (x n s) (x (n + 1) s)
        = departureMomentum m (h s) U (x (n + 1) s) (x (n + 1 + 1) s) :=
      (newton_iff_momentum_matching h0 _ _ _).1 (traj n (by omega))
    have e : (fun t => action m (h t) U (n + 1 + 1) (fun k => x k t))
        = fun t => action m (h t) U (n + 1) (fun k => x k t)
          + stepAction m (h t) U (x (n + 1) t) (x (n + 1 + 1) t) := by
      funext t
      exact Finset.sum_range_succ _ _
    rw [e]
    refine (h1.fun_add h2).congr_deriv ?_
    rw [Finset.sum_range_succ _ (n + 1)]
    linear_combination v (n + 1) * hm
```

## A fixed start and a moving end

For the endpoint derivative the parameter is the final position. The step length is constant, so h′ = 0. The start is fixed, so v_0 = 0. The end satisfies x_(N+1)(r) = r, so v_(N+1) = 1. The variation formula reduces to

dS/dq = P_N = m(x_(N+1) − x_N)/h.

The theorem introduces this momentum as a number p with h p = m(x_(N+1) − x_N), which determines p because h ≠ 0. A physical step length is positive; the theorem also admits negative h, and it places no condition on m.

The hypotheses `hstart` and `hend` hold the start at a and place the end at r for every real r. The hypothesis `hx` asks each position to be differentiable at q, and `traj` imposes Newton's equation on the path that ends at q. The potential is differentiable everywhere, and no second derivative of U is assumed.

The differentiable dependence of the interior positions on q is assumed, not derived from the equation of motion. It stands for the physical condition that the path responds smoothly when its endpoint is moved. For a general potential this can fail where neighbouring trajectories from the same start refocus.

The proof computes the endpoint velocities as `v0` and `vN`, inserts them into `action_variation`, and uses `hp` to replace the quotient by p. The relation is the discrete form of ∂S/∂q = p from Hamilton–Jacobi theory, at fixed h and with no continuum limit taken.

```lean
/-- For discrete trajectories from a fixed point to `q`, the derivative of the action with respect
to `q` is the final momentum `p`, given by `h p = m (x_(N+1) - x_N)`. -/
theorem endpoint_momentum {m h : ℝ} {U : ℝ → ℝ} (hU : Differentiable ℝ U) (h0 : h ≠ 0)
    {x : ℕ → ℝ → ℝ} {a q p : ℝ} (N : ℕ)
    (hx : ∀ k ≤ N + 1, DifferentiableAt ℝ (x k) q)
    (hstart : ∀ r, x 0 r = a) (hend : ∀ r, x (N + 1) r = r)
    (traj : IsTrajectory m h U (N + 1) (fun k => x k q))
    (hp : h * p = m * (x (N + 1) q - x N q)) :
    HasDerivAt (fun r => action m h U (N + 1) (fun k => x k r)) p q := by
  have main := action_variation (m := m) (h := fun _ => h) (v := fun k => deriv (x k) q)
    hU (hasDerivAt_const q h) h0 N (fun k hk => (hx k hk).hasDerivAt) traj
  -- the start does not move, and the end moves at unit rate
  have v0 : deriv (x 0) q = 0 := by
    rw [show x 0 = fun _ => a from funext hstart]
    exact (hasDerivAt_const q a).deriv
  have vN : deriv (x (N + 1)) q = 1 := by
    rw [show x (N + 1) = fun r => r from funext hend]
    exact (hasDerivAt_id' q).deriv
  refine main.congr_deriv ?_
  simp only [v0, vN, mul_zero, mul_one, sub_zero, arrivalMomentum]
  rw [div_eq_iff h0]
  linear_combination -hp
```

## Fixed ends and a varying step length

The same variation formula answers a second question. Hold both ends fixed and let the step length be the parameter. Then v_0 = v_(N+1) = 0 and h′ = 1, so

dS/dh = −∑ E_k, with k = 0, …, N.

The interior positions may move as h changes, but their contributions cancel as before. The sum appears because changing h changes the duration of every step, and the energies E_k need not be equal along a discrete trajectory. As before, differentiability of the positions is assumed, now with respect to the step length, and Newton's equation is needed only at the value h where the derivative is taken.

```lean
/-- For discrete trajectories between two fixed points, the derivative of the action with respect
to the step length is minus the sum of the step energies. -/
theorem step_length_derivative {m h : ℝ} {U : ℝ → ℝ} (hU : Differentiable ℝ U) (h0 : h ≠ 0)
    {x : ℕ → ℝ → ℝ} {a b : ℝ} (N : ℕ)
    (hx : ∀ k ≤ N + 1, DifferentiableAt ℝ (x k) h)
    (hstart : ∀ r, x 0 r = a) (hend : ∀ r, x (N + 1) r = b)
    (traj : IsTrajectory m h U (N + 1) (fun k => x k h)) :
    HasDerivAt (fun r => action m r U (N + 1) (fun k => x k r))
      (-∑ k ∈ range (N + 1), stepEnergy m h U (x k h) (x (k + 1) h)) h := by
  have main := action_variation (m := m) (h := fun r => r) (v := fun k => deriv (x k) h)
    hU (hasDerivAt_id' h) h0 N (fun k hk => (hx k hk).hasDerivAt) traj
  have v0 : deriv (x 0) h = 0 := by
    rw [show x 0 = fun _ => a from funext hstart]
    exact (hasDerivAt_const h a).deriv
  have vN : deriv (x (N + 1)) h = 0 := by
    rw [show x (N + 1) = fun _ => b from funext hend]
    exact (hasDerivAt_const h b).deriv
  refine main.congr_deriv ?_
  simp only [v0, vN, mul_zero, mul_one, sub_zero, zero_sub]
```

## Explicit paths in a uniform force

For a constant force F the potential is U(y) = −Fy, and the boundary-value problem has a closed solution for N + 1 steps from a to q:

x_k(q) = a + k(q − a)/(N + 1) − Fh²k(N + 1 − k)/(2m).

The first two terms divide the distance into equal steps. The last term is the deviation from equal spacing that the force requires, and it vanishes at both ends. For m > 0 it is directed against the force, as when a ball is thrown upwards to come back at a set time.

```lean
/-- The position after `k` of `N + 1` steps from `a` to `q` under a uniform force `F`. -/
def uniformForcePath (m h F a : ℝ) (N k : ℕ) (q : ℝ) : ℝ :=
  a + k * (q - a) / (N + 1) - F * h ^ 2 * k * (N + 1 - k) / (2 * m)
```

At k = 0 the formula gives a, and at k = N + 1 it gives q. It is linear in q up to a constant, hence differentiable. For the equation of motion, take the second difference in k. The equally spaced part contributes nothing, and k(N + 1 − k) has second difference −2, so

m(x_(k+2) − 2x_(k+1) + x_k) = Fh² = −h²U′(x_(k+1)).

The theorem establishes these four properties for every N, with m ≠ 0 because the formula divides by m. For h ≠ 0 they supply the path hypotheses of `endpoint_momentum`. In the proof, `fun_prop` handles differentiability, `hd` computes U′ = −F, and `field_simp` with `ring` verifies the second difference.

Inserting the last two positions into the momentum formula gives

p = m(q − a)/((N + 1)h) + NhF/2.

The first term is the momentum of uniform motion from a to q. The second comes from the force at the N interior points, and for a single step it is absent.

```lean
/-- The uniform-force paths start at `a`, end at `q`, depend differentiably on `q`, and obey the
discrete Newton equation with potential `-F y`. -/
theorem uniformForcePath_witness {m : ℝ} (hm : m ≠ 0) (h F a : ℝ) (N : ℕ) :
    (∀ q, uniformForcePath m h F a N 0 q = a) ∧
    (∀ q, uniformForcePath m h F a N (N + 1) q = q) ∧
    (∀ k, Differentiable ℝ (uniformForcePath m h F a N k)) ∧
    ∀ q, IsTrajectory m h (fun y => -F * y) (N + 1)
      (fun k => uniformForcePath m h F a N k q) := by
  have hN : (N : ℝ) + 1 ≠ 0 := by positivity
  refine ⟨fun q => by simp [uniformForcePath], fun q => ?_, fun k => ?_, fun q => ?_⟩
  · unfold uniformForcePath
    push_cast
    rw [sub_self, mul_zero, zero_div, mul_div_cancel_left₀ _ hN]
    ring
  · unfold uniformForcePath
    fun_prop
  · have hd : ∀ y : ℝ, deriv (fun y : ℝ => -F * y) y = -F := fun y => by
      rw [((hasDerivAt_id' y).const_mul (-F)).deriv, mul_one]
    unfold IsTrajectory
    intro k _
    rw [hd]
    simp only [uniformForcePath]
    push_cast
    field_simp
    ring

end

end DiscreteEndpointMomentum
```

```lean
#print axioms DiscreteEndpointMomentum.endpoint_momentum
-- 'DiscreteEndpointMomentum.endpoint_momentum' depends on axioms: [propext, Classical.choice, Quot.sound]
#print axioms DiscreteEndpointMomentum.step_length_derivative
-- 'DiscreteEndpointMomentum.step_length_derivative' depends on axioms: [propext, Classical.choice, Quot.sound]
```
